# The A1 and E singlet blocks of d² have the free-ion 1S, 1G and 1D energies at zero cubic field

Two d electrons on a transition-metal ion in an octahedral site can be described from either of two ends. In the strong-field description each electron is placed in the $t_{2g}$ or the $e_g$ orbitals, and the Coulomb repulsion mixes states of the same spin and symmetry from the configurations $t_{2g}^2$, $t_{2g}e_g$ and $e_g^2$. In the free-ion description the repulsion comes first and gives the terms $^1S$, $^1G$, $^1D$ and the triplets. If the cubic field is turned off, the strong-field matrices should return the free-ion energies, although nothing in their entries shows this at sight. The check is made here for the two singlet symmetries in which $t_{2g}^2$ and $e_g^2$ both occur, $A_1$ and $E$.

```lean
import Mathlib

open Matrix

namespace StrongFieldSinglets

noncomputable section
```

## Two configurations coupled by the Coulomb repulsion

The repulsion within the d shell is parametrised by the Racah parameters $A$, $B$ and $C$, which are fixed combinations of the radial Coulomb integrals. In the ordered basis $(t_{2g}^2, e_g^2)$, the $A_1$ singlets have the block

$$H_{A_1}=\begin{pmatrix}A+10B+5C & \sqrt6\,(2B+C)\\ \sqrt6\,(2B+C) & A+8B+4C\end{pmatrix}.$$

```lean
/-- Coulomb block of the A1 singlets of two d electrons, in the basis (t2g², eg²),
with Racah parameters `A`, `B`, `C`. -/
def coulombA1 (A B C : ℝ) : Matrix (Fin 2) (Fin 2) ℝ :=
  !![A + 10 * B + 5 * C, √6 * (2 * B + C); √6 * (2 * B + C), A + 8 * B + 4 * C]
```

The $E$ singlets have the block

$$H_E=\begin{pmatrix}A+B+2C & -2\sqrt3\,B\\ -2\sqrt3\,B & A+2C\end{pmatrix}.$$

The representation $E$ is twofold degenerate, and this one matrix serves for each of its two components. The sign of the off-diagonal element depends on the phases chosen for the basis states; reversing it changes the relative sign in the eigenvectors but not the eigenvalues.

```lean
/-- Coulomb block of the E singlets of two d electrons, in the basis (t2g², eg²). -/
def coulombE (A B C : ℝ) : Matrix (Fin 2) (Fin 2) ℝ :=
  !![A + B + 2 * C, -2 * √3 * B; -2 * √3 * B, A + 2 * C]
```

Both blocks enter as definitions, for arbitrary real $A$, $B$, $C$. Their entries are the standard matrix elements and are not derived here from two-electron integrals.

Measured from the mean energy of the five d orbitals, the cubic field lowers each $t_{2g}$ electron by $4Dq$ and raises each $e_g$ electron by $6Dq$, where $Dq$ is a single real energy and $10Dq$ is the orbital splitting. For two electrons the field is therefore diagonal, with entries $-8Dq$ and $12Dq$, in both symmetries.

```lean
/-- Cubic-field energy of the configurations t2g² and eg². -/
def cubicField (Dq : ℝ) : Matrix (Fin 2) (Fin 2) ℝ :=
  !![-8 * Dq, 0; 0, 12 * Dq]
```

## The free-ion energies as targets

The comparison needs the three term energies in the same parameters. The first is $S=A+14B+7C$, for $^1S$.

```lean
/-- Racah energy of the free-ion term 1S. -/
def term1S (A B C : ℝ) : ℝ := A + 14 * B + 7 * C
```

The second is $G=A+4B+2C$, for $^1G$.

```lean
/-- Racah energy of the free-ion term 1G. -/
def term1G (A B C : ℝ) : ℝ := A + 4 * B + 2 * C
```

The third is $D=A-3B+2C$, for $^1D$.

```lean
/-- Racah energy of the free-ion term 1D. -/
def term1D (A B C : ℝ) : ℝ := A - 3 * B + 2 * C
```

These too are definitions: the names carry the spectroscopic assignment, and the theorems concern the expressions. By symmetry, in a cubic environment $^1S$ yields an $A_1$ state, $^1G$ yields one $A_1$ and one $E$ (besides $T_1$ and $T_2$), and $^1D$ yields an $E$ (besides $T_2$). One thus expects $S$ and $G$ from the first block, $G$ and $D$ from the second.

## Levels and the mean cubic-field energy

An energy $E$ is a level of a block $H$ if some nonzero vector $v$ satisfies $Hv=Ev$. In Lean `*ᵥ` is the product of a matrix with a vector, and `Fin 2 → ℝ` is the space of pairs of real amplitudes.

```lean
/-- `E` is an energy level of `H`: some nonzero state satisfies `H v = E v`. -/
def IsLevel (H : Matrix (Fin 2) (Fin 2) ℝ) (E : ℝ) : Prop :=
  ∃ v : Fin 2 → ℝ, v ≠ 0 ∧ H *ᵥ v = E • v
```

The definition records which energies occur, not how often. The symbol $E$ for an energy should not be confused with the representation $E$.

For a state $v=(x,y)$ that need not be normalised, the mean cubic-field energy is

$$\frac{v\cdot F v}{v\cdot v}=\frac{-8x^2+12y^2}{x^2+y^2}\,Dq,\qquad F=\mathrm{diag}(-8Dq,\,12Dq).$$

```lean
/-- Mean cubic-field energy in the (not necessarily normalised) state `v`. -/
def meanField (Dq : ℝ) (v : Fin 2 → ℝ) : ℝ :=
  (v ⬝ᵥ (cubicField Dq *ᵥ v)) / (v ⬝ᵥ v)
```

## From eigenvectors to the secular determinant

The equation $Hv=Ev$ is the same as $(H-E\,\mathbb 1)v=0$. A square matrix sends some nonzero vector to zero exactly when its determinant vanishes, so the levels are the roots of $\det(H-E\,\mathbb 1)=0$.

```lean
/-- The energy levels are exactly the roots of the secular determinant. -/
theorem isLevel_iff_det (H : Matrix (Fin 2) (Fin 2) ℝ) (E : ℝ) :
    IsLevel H E ↔ (H - E • (1 : Matrix (Fin 2) (Fin 2) ℝ)).det = 0 := by
  have key : ∀ v : Fin 2 → ℝ,
      (H - E • (1 : Matrix (Fin 2) (Fin 2) ℝ)) *ᵥ v = H *ᵥ v - E • v := by
    intro v
    ext i
    fin_cases i <;> simp [Matrix.mulVec, dotProduct, Fin.sum_univ_two] <;> ring
  rw [← Matrix.exists_mulVec_eq_zero_iff]
  simp only [IsLevel, key, sub_eq_zero]
```

The auxiliary statement `key` is the rearrangement $(H-E\,\mathbb 1)v=Hv-Ev$, checked component by component. Mathlib's `Matrix.exists_mulVec_eq_zero_iff` supplies the fact about determinants.

## The secular determinants with the field on

It costs little to keep $Dq$ in the calculation. For the $A_1$ block put $k=2B+C$, so that the diagonal entries are $A+5k$ and $A+4k$ and the off-diagonal entry is $\sqrt6\,k$. The determinant is

$$(A+5k-8Dq-E)(A+4k+12Dq-E)-6k^2.$$

The part without $Dq$ is, with $u=E-A$,

$$(5k-u)(4k-u)-6k^2=u^2-9ku+14k^2=(u-7k)(u-2k),$$

which is $(E-S)(E-G)$, because $S=A+7k$ and $G=A+2k$. The coefficient of $Dq$ is

$$12(A+5k-E)-8(A+4k-E)=4(A+7k-E)=-4(E-S),$$

and the quadratic part is $-96\,Dq^2$. Together,

$$\det=(E-S)(E-G)-4Dq\,(E-S)-96\,Dq^2.$$

```lean
/-- Secular determinant of the A1 singlets in a cubic field of any strength,
written with the free-ion energies of 1S and 1G. -/
theorem secular_A1 (A B C Dq E : ℝ) :
    (coulombA1 A B C + cubicField Dq - E • (1 : Matrix (Fin 2) (Fin 2) ℝ)).det =
      (E - term1S A B C) * (E - term1G A B C)
        - 4 * Dq * (E - term1S A B C) - 96 * Dq ^ 2 := by
  have h6 : √6 * √6 = (6 : ℝ) := Real.mul_self_sqrt (by norm_num)
  simp [Matrix.det_fin_two, coulombA1, cubicField, term1S, term1G]
  linear_combination (-(2 * B + C) ^ 2) * h6
```

After `simp` has expanded the determinant, the two sides differ only by having $\sqrt6\cdot\sqrt6$ in place of $6$, multiplied by $-(2B+C)^2$. The `linear_combination` line removes exactly that difference.

For the $E$ block put $w=E-A-2C$. Without the field the determinant is

$$(B-w)(-w)-12B^2=w^2-Bw-12B^2=(w-4B)(w+3B)=(E-G)(E-D).$$

The coefficient of $Dq$ is $12(A+B+2C-E)-8(A+2C-E)=-4\,(E-(A+3B+2C))$, and the quadratic part is again $-96\,Dq^2$:

$$\det=(E-G)(E-D)-4Dq\,\bigl(E-(A+3B+2C)\bigr)-96\,Dq^2.$$

```lean
/-- Secular determinant of the E singlets in a cubic field of any strength,
written with the free-ion energies of 1G and 1D. -/
theorem secular_E (A B C Dq E : ℝ) :
    (coulombE A B C + cubicField Dq - E • (1 : Matrix (Fin 2) (Fin 2) ℝ)).det =
      (E - term1G A B C) * (E - term1D A B C)
        - 4 * Dq * (E - (A + 3 * B + 2 * C)) - 96 * Dq ^ 2 := by
  have h3 : √3 * √3 = (3 : ℝ) := Real.mul_self_sqrt (by norm_num)
  simp [Matrix.det_fin_two, coulombE, cubicField, term1G, term1D]
  linear_combination (-4 * B ^ 2) * h3
```

The proof has the same shape, with $\sqrt3\cdot\sqrt3=3$ as the only fact about roots. Unlike in the $A_1$ case, the energy in the linear term is not that of a free-ion term in this block, unless $B=0$.

## Switching the field off

At $Dq=0$ the last two terms of each determinant vanish. What remains is $(E-S)(E-G)=0$ for $A_1$ and $(E-G)(E-D)=0$ for $E$. A product of real numbers is zero only if one factor is, so each block has the expected energies and no others.

```lean
/-- At zero cubic field the levels of the A1 block are exactly the free-ion energies
of 1S and 1G, and those of the E block are exactly the energies of 1G and 1D. -/
theorem zero_field_levels (A B C E : ℝ) :
    (IsLevel (coulombA1 A B C + cubicField 0) E ↔
      E = term1S A B C ∨ E = term1G A B C) ∧
    (IsLevel (coulombE A B C + cubicField 0) E ↔
      E = term1G A B C ∨ E = term1D A B C) := by
  -- without a field each secular determinant is a product of two linear factors
  constructor
  · rw [isLevel_iff_det, secular_A1]
    simp only [mul_zero, zero_mul, sub_zero, ne_eq, OfNat.ofNat_ne_zero,
      not_false_eq_true, zero_pow, mul_eq_zero, sub_eq_zero]
  · rw [isLevel_iff_det, secular_E]
    simp only [mul_zero, zero_mul, sub_zero, ne_eq, OfNat.ofNat_ne_zero,
      not_false_eq_true, zero_pow, mul_eq_zero, sub_eq_zero]
```

The theorem says, for all real $A$, $B$, $C$ and every real energy $E$, that $E$ is a level of the first block if and only if it equals $S$ or $G$, and a level of the second if and only if it equals $G$ or $D$. Each half of the proof replaces `IsLevel` by the determinant, inserts the formula just found and lets `simp only` read off the factors. The two energies coincide in the $A_1$ block when $2B+C=0$ and in the $E$ block when $B=0$; the statement then lists one value twice.

For ligand-field calculations this fixes the zero-field end of the $A_1$ and $E$ singlet curves in a d² energy diagram, within a model that has a pure d² configuration, no spin–orbit coupling and the same Racah parameters for $t_{2g}$ and $e_g$ electrons.

## How the terms mix the configurations

To find the states as well as the energies, one seeks amplitudes $x$ on $t_{2g}^2$ and $y$ on $e_g^2$. For a block with rows $(a,b)$ and $(c,d)$ the eigenvalue equation is the pair

$$ax+by=Ex,\qquad cx+dy=Ey.$$

```lean
/-- If the amplitudes `x`, `y` satisfy the two coupled equations, then the vector `(x, y)` satisfies
the matrix equation `H v = E v`. -/
theorem eigenstate_of_amplitudes {a b c d x y E : ℝ}
    (h0 : a * x + b * y = E * x) (h1 : c * x + d * y = E * y) :
    !![a, b; c, d] *ᵥ ![x, y] = E • ![x, y] := by
  ext i
  fin_cases i
  · simpa [Matrix.mulVec, dotProduct, Fin.sum_univ_two] using h0
  · simpa [Matrix.mulVec, dotProduct, Fin.sum_univ_two] using h1
```

For $A_1$, try $(\sqrt3,\sqrt2)$. Apart from the common term $A$, the two rows give

$$5k\sqrt3+\sqrt6\,k\sqrt2=7k\sqrt3,\qquad \sqrt6\,k\sqrt3+4k\sqrt2=7k\sqrt2,$$

so the energy is $A+7k=S$. For $(\sqrt2,-\sqrt3)$ they give

$$5k\sqrt2-\sqrt6\,k\sqrt3=2k\sqrt2,\qquad \sqrt6\,k\sqrt2-4k\sqrt3=-2k\sqrt3,$$

so the energy is $A+2k=G$. The normalised states are $(\sqrt3,\sqrt2)/\sqrt5$ and $(\sqrt2,-\sqrt3)/\sqrt5$. The $^1S$ state is thus $3/5$ $t_{2g}^2$ and $2/5$ $e_g^2$, and the $A_1$ state of $^1G$ has these weights exchanged.

```lean
/-- The free-ion A1 eigenstates of 1S and 1G as explicit mixtures of t2g² and eg². -/
theorem eigenstates_A1 (A B C : ℝ) :
    coulombA1 A B C *ᵥ ![√3, √2] = term1S A B C • ![√3, √2] ∧
    coulombA1 A B C *ᵥ ![√2, -√3] = term1G A B C • ![√2, -√3] := by
  have h2 : √2 * √2 = (2 : ℝ) := Real.mul_self_sqrt (by norm_num)
  have h3 : √3 * √3 = (3 : ℝ) := Real.mul_self_sqrt (by norm_num)
  have h6 : √6 = √2 * √3 := by
    rw [← Real.sqrt_mul (by norm_num)]
    norm_num
  unfold coulombA1 term1S term1G
  rw [h6]
  constructor
  · apply eigenstate_of_amplitudes
    · linear_combination (2 * B + C) * √3 * h2
    · linear_combination (2 * B + C) * √2 * h3
  · apply eigenstate_of_amplitudes
    · linear_combination (-(2 * B + C)) * √2 * h3
    · linear_combination (2 * B + C) * √3 * h2
```

The proof first writes $\sqrt6=\sqrt2\,\sqrt3$, after which each row needs only the square of one root.

For the $E$ block, leave out the common term $A+2C$. The vector $(2,-\sqrt3)$ gives

$$2B+6B=4B\cdot2,\qquad -4\sqrt3\,B=4B\cdot(-\sqrt3),$$

which is the energy $G$. The vector $(\sqrt3,2)$ gives

$$\sqrt3\,B-4\sqrt3\,B=-3B\sqrt3,\qquad -6B=-3B\cdot2,$$

which is the energy $D$. Normalised, these are $(2,-\sqrt3)/\sqrt7$ and $(\sqrt3,2)/\sqrt7$, with $t_{2g}^2$ weights $4/7$ and $3/7$.

```lean
/-- The free-ion E eigenstates of 1G and 1D as explicit mixtures of t2g² and eg². -/
theorem eigenstates_E (A B C : ℝ) :
    coulombE A B C *ᵥ ![2, -√3] = term1G A B C • ![2, -√3] ∧
    coulombE A B C *ᵥ ![√3, 2] = term1D A B C • ![√3, 2] := by
  have h3 : √3 * √3 = (3 : ℝ) := Real.mul_self_sqrt (by norm_num)
  unfold coulombE term1G term1D
  constructor
  · apply eigenstate_of_amplitudes
    · linear_combination 2 * B * h3
    · ring
  · apply eigenstate_of_amplitudes
    · ring
    · linear_combination (-2 * B) * h3
```

None of the four vectors depends on $A$, $B$ or $C$. When the two energies of a block coincide they are still eigenvectors, but every other nonzero vector is then one as well.

## Mean cubic-field energies of the four states

The weights now give the average of the cubic field in each state:

$$
\begin{aligned}
{}^1S,\ A_1:&\quad \tfrac35(-8Dq)+\tfrac25(12Dq)=0,\\
{}^1G,\ A_1:&\quad \tfrac25(-8Dq)+\tfrac35(12Dq)=4Dq,\\
{}^1G,\ E:&\quad \tfrac47(-8Dq)+\tfrac37(12Dq)=\tfrac47Dq,\\
{}^1D,\ E:&\quad \tfrac37(-8Dq)+\tfrac47(12Dq)=\tfrac{24}7Dq.
\end{aligned}
$$

```lean
/-- Mean cubic-field energies in the four mixtures of t2g² and eg² with amplitudes
(√3, √2), (√2, -√3), (2, -√3) and (√3, 2). -/
theorem mean_field_energies (Dq : ℝ) :
    meanField Dq ![√3, √2] = 0 ∧ meanField Dq ![√2, -√3] = 4 * Dq ∧
    meanField Dq ![2, -√3] = 4 / 7 * Dq ∧ meanField Dq ![√3, 2] = 24 / 7 * Dq := by
  -- the mean is the weighted average of the two configuration energies
  have h : ∀ x y : ℝ, meanField Dq ![x, y] =
      Dq * (12 * y ^ 2 - 8 * x ^ 2) / (x ^ 2 + y ^ 2) := by
    intro x y
    simp only [meanField, cubicField, Matrix.mulVec, dotProduct, Fin.sum_univ_two,
      Matrix.of_apply, Matrix.cons_val_zero, Matrix.cons_val_one]
    ring
  have h2 : √2 ^ 2 = (2 : ℝ) := Real.sq_sqrt (by norm_num)
  have h3 : √3 ^ 2 = (3 : ℝ) := Real.sq_sqrt (by norm_num)
  simp only [h, neg_sq, h2, h3]
  refine ⟨by ring, by ring, by ring, by ring⟩
```

The inner statement `h` is the general formula for the mean at amplitudes $x$ and $y$, and the four cases follow by inserting the squares. In first-order perturbation theory, these averages are read as the initial shifts of the levels when the two term energies in the block are distinct. The zero for $^1S$ fits its spherical symmetry, since the field energies are measured from their mean over the five d orbitals, $3(-4Dq)+2(6Dq)=0$, so that the field has no spherical part.

## The 1S energy is left as soon as the field acts

A vanishing mean does not keep the level in place. The secular equation of the $A_1$ block can be written as

$$(E-S)(E-G-4Dq)=96\,Dq^2.$$

At $E=S$ the left side is zero, so $S$ can be a level only if $96\,Dq^2=0$, that is, $Dq=0$. Conversely, at $Dq=0$ both sides vanish at $E=S$. The term $96\,Dq^2$ is the squared coupling that the field produces between the normalised $^1S$ and $^1G$ states of $A_1$ symmetry.

```lean
/-- The free-ion 1S energy is a level of the A1 block in a cubic field
exactly when the field vanishes. -/
theorem term1S_level_iff (A B C Dq : ℝ) :
    IsLevel (coulombA1 A B C + cubicField Dq) (term1S A B C) ↔ Dq = 0 := by
  rw [isLevel_iff_det, secular_A1]
  constructor
  · intro h
    -- at this energy only the term quadratic in the field survives
    have hD : Dq ^ 2 = 0 := by linear_combination (-1 / 96) * h
    exact (pow_eq_zero_iff two_ne_zero).mp hD
  · intro h
    rw [h]
    ring

end

end StrongFieldSinglets
```

This equivalence holds for all real $A$, $B$, $C$ and for either sign of $Dq$. In the forward direction, multiplying the secular equation by $-1/96$ leaves $Dq^2=0$; in the other, substituting $Dq=0$ makes the determinant vanish identically.

```lean
#print axioms StrongFieldSinglets.zero_field_levels
#print axioms StrongFieldSinglets.eigenstates_E
#print axioms StrongFieldSinglets.mean_field_energies
#print axioms StrongFieldSinglets.term1S_level_iff
```

```
'StrongFieldSinglets.zero_field_levels' depends on axioms: [propext, Classical.choice, Quot.sound]
'StrongFieldSinglets.eigenstates_E' depends on axioms: [propext, Classical.choice, Quot.sound]
'StrongFieldSinglets.mean_field_energies' depends on axioms: [propext, Classical.choice, Quot.sound]
'StrongFieldSinglets.term1S_level_iff' depends on axioms: [propext, Classical.choice, Quot.sound]
```
